# The direct RPA correlation energy of two electrons on a sphere tends to \(8\ln 2-6\) at small radius

## Gap, coupling and channel energy

Two electrons in a spin singlet occupy the uniform orbital on a sphere of radius \(R>0\). In atomic units, exciting one electron to angular momentum \(l\ge1\) costs the kinetic energy \(D_l\), and the Coulomb interaction couples the uniform state to excited pairs with strength \(K_l\):

\[
D_l=\frac{l(l+1)}{2R^2},\qquad K_l=\frac1{R(2l+1)}.
\]

Direct RPA, which omits exchange in the response, gives the frequency \(S_l=\sqrt{D_l(D_l+4K_l)}\). The energy of channel \(l\), with its \(2l+1\) modes, and the total are

\[
e_l=\frac{2l+1}{2}\,(S_l-D_l-2K_l),\qquad E(R)=\sum_{l\ge1}e_l .
\]

## A two-sided bound on the energy

For every \(R>0\) the series converges and

\[
8\ln2-6\;\le\;E(R)\;\le\;8\ln2-6+\tfrac43(3-4\ln2)\,R .
\]

Hence \(E(R)\to8\ln2-6\approx-0.4548\) hartree as \(R\to0^+\). This is twice the second-order perturbation energy \(4\ln2-3\), which perturbation theory identifies as the exact small-radius limit of the correlation energy. Second-order exchange, absent here, would cancel half of the direct term.

## Testing a direct-RPA code at small radius

For this two-electron model, the bound gives a direct-RPA implementation a reference value with an explicit error window, provided its orbital-energy gaps equal \(D_l\). Hartree orbital energies satisfy this, because the uniform density produces a constant potential. Hartree–Fock orbital energies do not: exchange adds a term of order \(1/R\) to the gap, which leaves the limit unchanged but puts the energy above the window at small \(R\). Two further details matter in the calculation:

- At small \(R\), \(S_l-D_l-2K_l\) subtracts nearly equal numbers. The equivalent form \(-4K_l^2/(S_l+D_l+2K_l)\) avoids the cancellation.
- This form also shows that every channel energy is negative, so truncating at \(l=L\ge1\) gives an energy that is too high. The error is below \(1/(2L^2)\) hartree, so raising the upper end of the window by this amount allows for it.

## From one mode to the full sum

**One mode.** Drop the index \(l\). Since \(K\ge0\), \(S\ge D\), and \(K=(S^2-D^2)/(4D)\). Substituting this gives

\[
S-D-2K+\frac{2K^2}{D}=\frac{(S-D)^3(S+3D)}{8D^3}\ge0,
\]
\[
-\frac{2K^2}{D}+\frac{4K^3}{D^2}-(S-D-2K)=\frac{(S-D)^4(S^2+4SD+5D^2)}{16D^5}\ge0 .
\]

The frequency shift therefore lies between its second- and third-order expansions at any coupling strength.

**One channel.** Let \(w_l=1/(l(l+1)(2l+1))\). Multiplying by \((2l+1)/2\) and inserting \(D_l\) and \(K_l\) turns \(2K^2/D\) into \(2w_l\) and \(4K^3/D^2\) into \(8Rw_l^2\). Since \(w_l\le w_1=1/6\),

\[
-2w_l\le e_l\le\left(-2+\tfrac43R\right)w_l .
\]

**The sum.** Write \(w_l=\frac1l+\frac1{l+1}-\frac4{2l+1}\) and \(H_N=\sum_{k=1}^N 1/k\). Then

\[
\sum_{l=1}^N w_l=3+4(H_N-H_{2N})-\frac4{2N+1}+\frac1{N+1}\;\to\;3-4\ln2,
\]

because \(H_{2N}-H_N\to\ln2\). Comparison with \(w_l\) gives convergence, and summing the channel bounds gives the bound on \(E(R)\). Letting \(R\to0^+\) squeezes \(E(R)\) to its limit.

**Second order.** Each channel contributes \(-(2l+1)K_l^2/(2D_l)=-w_l\), independent of radius. The total is \(4\ln2-3\), half the RPA limit.

## The Lean file

```lean
import Mathlib

open Filter Topology

namespace SphereRPA

noncomputable section

/-- Kinetic excitation energy `D_l` of one electron from the uniform state to angular momentum `l`
on a sphere of radius `R`. -/
def gap (R : ℝ) (l : ℕ) : ℝ := l * (l + 1) / (2 * R ^ 2)

/-- Coulomb coupling `K_l` in the channel of angular momentum `l`. -/
def coupling (R : ℝ) (l : ℕ) : ℝ := 1 / (R * (2 * l + 1))

/-- RPA correlation energy of channel `l`: for each of its `2l+1` modes, half the difference
between the RPA frequency and `D_l + 2 K_l`. -/
def channelEnergy (R : ℝ) (l : ℕ) : ℝ :=
  (2 * l + 1) / 2 *
    (√(gap R l * (gap R l + 4 * coupling R l)) - gap R l - 2 * coupling R l)

/-- RPA correlation energy: the sum of the channel energies over `l = n + 1 ≥ 1`. -/
def rpaEnergy (R : ℝ) : ℝ := ∑' n : ℕ, channelEnergy R (n + 1)

/-- Second-order perturbation energy of channel `l`: for each of `2l+1` excited pairs, minus the
squared coupling over the pair excitation energy `2 D_l`. -/
def secondOrder (R : ℝ) (l : ℕ) : ℝ :=
  -((2 * l + 1) * coupling R l ^ 2 / (2 * gap R l))

/-- The radius-independent weight `1/(l(l+1)(2l+1))` of channel `l`. -/
def weight (l : ℕ) : ℝ := 1 / (l * (l + 1) * (2 * l + 1))

/-- For a single mode with gap `D > 0` and coupling `K ≥ 0`, the RPA frequency shift beyond first
order lies between its second-order and third-order expansions. -/
theorem mode_bounds {D K : ℝ} (hD : 0 < D) (hK : 0 ≤ K) :
    -(2 * K ^ 2 / D) ≤ √(D * (D + 4 * K)) - D - 2 * K ∧
    √(D * (D + 4 * K)) - D - 2 * K ≤ -(2 * K ^ 2 / D) + 4 * K ^ 3 / D ^ 2 := by
  have hS2 : √(D * (D + 4 * K)) ^ 2 = D * (D + 4 * K) := Real.sq_sqrt (by positivity)
  have hS0 : 0 ≤ √(D * (D + 4 * K)) := Real.sqrt_nonneg _
  generalize √(D * (D + 4 * K)) = S at hS2 hS0 ⊢
  have hSD : 0 ≤ S - D := by nlinarith [mul_nonneg hD.le hK]
  -- eliminate the coupling in favour of the RPA frequency
  have hKS : K = (S ^ 2 - D ^ 2) / (4 * D) := by
    rw [eq_div_iff (by positivity)]
    linarith
  have e1 : S - D - 2 * K + 2 * K ^ 2 / D = (S - D) ^ 3 * (S + 3 * D) / (8 * D ^ 3) := by
    rw [hKS]
    field_simp
    ring
  have e2 : -(2 * K ^ 2 / D) + 4 * K ^ 3 / D ^ 2 - (S - D - 2 * K)
      = (S - D) ^ 4 * (S ^ 2 + 4 * S * D + 5 * D ^ 2) / (16 * D ^ 5) := by
    rw [hKS]
    field_simp
    ring
  have p1 : 0 ≤ (S - D) ^ 3 * (S + 3 * D) / (8 * D ^ 3) :=
    div_nonneg (mul_nonneg (pow_nonneg hSD 3) (by positivity)) (by positivity)
  have p2 : 0 ≤ (S - D) ^ 4 * (S ^ 2 + 4 * S * D + 5 * D ^ 2) / (16 * D ^ 5) :=
    div_nonneg (mul_nonneg (pow_nonneg hSD 4) (by positivity)) (by positivity)
  constructor <;> linarith

/-- On the sphere, the RPA energy of each channel `l ≥ 1` is at least `-2` times its weight, and
exceeds this value by at most `4R/3` times the weight. -/
theorem channelEnergy_bounds {R : ℝ} (hR : 0 < R) {l : ℕ} (hl : 1 ≤ l) :
    -2 * weight l ≤ channelEnergy R l ∧
    channelEnergy R l ≤ (-2 + 4 / 3 * R) * weight l := by
  have hx : (1 : ℝ) ≤ l := by exact_mod_cast hl
  have hl0 : (0 : ℝ) < l := by linarith
  have h1 : (l : ℝ) + 1 ≠ 0 := by positivity
  have h2 : 2 * (l : ℝ) + 1 ≠ 0 := by positivity
  have hD : 0 < gap R l := by unfold gap; positivity
  have hK : 0 ≤ coupling R l := by unfold coupling; positivity
  have hc : (0 : ℝ) ≤ (2 * l + 1) / 2 := by positivity
  have hw0 : 0 ≤ weight l := by unfold weight; positivity
  have hw6 : weight l ≤ 1 / 6 := by
    unfold weight
    apply one_div_le_one_div_of_le (by norm_num)
    have ht : (0 : ℝ) ≤ l - 1 := by linarith
    nlinarith [pow_nonneg ht 2, pow_nonneg ht 3]
  have e1 : (2 * (l : ℝ) + 1) / 2 * (-(2 * coupling R l ^ 2 / gap R l)) = -2 * weight l := by
    unfold coupling gap weight
    field_simp
  have e2 : (2 * (l : ℝ) + 1) / 2 * (4 * coupling R l ^ 3 / gap R l ^ 2)
      = 8 * R * weight l ^ 2 := by
    unfold coupling gap weight
    field_simp
    ring
  obtain ⟨lo, hi⟩ := mode_bounds hD hK
  constructor
  · rw [← e1]
    exact mul_le_mul_of_nonneg_left lo hc
  · calc channelEnergy R l
        ≤ (2 * (l : ℝ) + 1) / 2 * (-(2 * coupling R l ^ 2 / gap R l)
            + 4 * coupling R l ^ 3 / gap R l ^ 2) := mul_le_mul_of_nonneg_left hi hc
      _ = -2 * weight l + 8 * R * weight l ^ 2 := by rw [mul_add, e1, e2]
      _ ≤ (-2 + 4 / 3 * R) * weight l := by
        nlinarith [mul_nonneg (mul_nonneg hR.le hw0) (sub_nonneg.2 hw6)]

/-- The sum of the weights over the first `N` channels, written with harmonic numbers. -/
theorem weight_partial_sum (N : ℕ) :
    ∑ n ∈ Finset.range N, weight (n + 1)
      = 3 + 4 * ((harmonic N : ℝ) - (harmonic (2 * N) : ℝ))
        - 4 / (2 * (N : ℝ) + 1) + 1 / ((N : ℝ) + 1) := by
  induction N with
  | zero => norm_num
  | succ N ih =>
    have h1 : (harmonic (N + 1) : ℝ) = (harmonic N : ℝ) + 1 / ((N : ℝ) + 1) := by
      rw [harmonic_succ]
      push_cast
      ring
    have h2 : (harmonic (2 * (N + 1)) : ℝ)
        = (harmonic (2 * N) : ℝ) + 1 / (2 * (N : ℝ) + 1) + 1 / (2 * (N : ℝ) + 2) := by
      rw [show 2 * (N + 1) = 2 * N + 1 + 1 by ring, harmonic_succ, harmonic_succ]
      push_cast
      ring
    rw [Finset.sum_range_succ, ih, h1, h2]
    unfold weight
    push_cast
    field_simp
    ring

/-- The weights of all channels `l ≥ 1` add up to `3 - 4 ln 2`. -/
theorem weight_hasSum : HasSum (fun n : ℕ => weight (n + 1)) (3 - 4 * Real.log 2) := by
  rw [hasSum_iff_tendsto_nat_of_nonneg (fun n => by unfold weight; positivity)]
  have hd : Tendsto (fun N : ℕ => 2 * N) atTop atTop :=
    tendsto_atTop_mono (fun n => by show n ≤ 2 * n; omega) tendsto_id
  have h := Real.tendsto_harmonic_sub_log
  have h0 := tendsto_one_div_add_atTop_nhds_zero_nat (𝕜 := ℝ)
  -- the Euler-Mascheroni constants cancel and leave the logarithm of two
  have key := ((((h.sub (h.comp hd)).const_mul 4).sub ((h0.comp hd).const_mul 4)).add
    h0).add_const (3 - 4 * Real.log 2)
  rw [show 3 - 4 * Real.log 2 = 4 * (Real.eulerMascheroniConstant
    - Real.eulerMascheroniConstant) - 4 * 0 + 0 + (3 - 4 * Real.log 2) by ring]
  refine key.congr' ?_
  filter_upwards [eventually_gt_atTop 0] with N hN
  have hN' : (N : ℝ) ≠ 0 := by exact_mod_cast hN.ne'
  rw [weight_partial_sum]
  simp only [Function.comp_apply]
  push_cast
  rw [Real.log_mul (by norm_num) hN']
  ring

/-- The RPA channel energies are summable over `l ≥ 1` at every radius. -/
theorem channelEnergy_summable {R : ℝ} (hR : 0 < R) :
    Summable (fun n : ℕ => channelEnergy R (n + 1)) := by
  have hw := weight_hasSum.summable
  have h1 : Summable (fun n : ℕ => channelEnergy R (n + 1) + 2 * weight (n + 1)) := by
    refine Summable.of_nonneg_of_le (fun n => ?_) (fun n => ?_) (hw.mul_left (4 / 3 * R))
    · linarith [(channelEnergy_bounds hR (Nat.succ_pos n)).1]
    · linarith [(channelEnergy_bounds hR (Nat.succ_pos n)).2]
  have h2 : Summable (fun n : ℕ =>
      channelEnergy R (n + 1) + 2 * weight (n + 1) - 2 * weight (n + 1)) :=
    h1.sub (hw.mul_left 2)
  simpa only [add_sub_cancel_right] using h2

/-- The RPA energy is at least `8 ln 2 - 6` at every radius, and exceeds this value by at most
an explicit multiple of `R`. -/
theorem rpaEnergy_bounds {R : ℝ} (hR : 0 < R) :
    8 * Real.log 2 - 6 ≤ rpaEnergy R ∧
    rpaEnergy R ≤ 8 * Real.log 2 - 6 + 4 / 3 * (3 - 4 * Real.log 2) * R := by
  have hE : HasSum (fun n : ℕ => channelEnergy R (n + 1)) (rpaEnergy R) :=
    (channelEnergy_summable hR).hasSum
  have lo := hasSum_le (fun n => (channelEnergy_bounds hR (Nat.succ_pos n)).1)
    (weight_hasSum.mul_left (-2)) hE
  have hi := hasSum_le (fun n => (channelEnergy_bounds hR (Nat.succ_pos n)).2)
    hE (weight_hasSum.mul_left (-2 + 4 / 3 * R))
  constructor <;> linarith

/-- For two electrons on a sphere the RPA series converges at every radius, its sum is at least
`8 ln 2 - 6`, and it tends to `8 ln 2 - 6` as the radius tends to zero. -/
theorem rpaEnergy_small_radius :
    (∀ R : ℝ, 0 < R → Summable (fun n : ℕ => channelEnergy R (n + 1)) ∧
      8 * Real.log 2 - 6 ≤ rpaEnergy R) ∧
    Tendsto rpaEnergy (𝓝[>] 0) (𝓝 (8 * Real.log 2 - 6)) := by
  refine ⟨fun R hR => ⟨channelEnergy_summable hR, (rpaEnergy_bounds hR).1⟩, ?_⟩
  have hc : Continuous (fun R : ℝ =>
      8 * Real.log 2 - 6 + 4 / 3 * (3 - 4 * Real.log 2) * R) := by fun_prop
  have hup := (hc.tendsto 0).mono_left (nhdsWithin_le_nhds (s := Set.Ioi 0))
  rw [mul_zero, add_zero] at hup
  -- squeeze between the constant and the linear bound
  refine tendsto_of_tendsto_of_tendsto_of_le_of_le' tendsto_const_nhds hup ?_ ?_
  · filter_upwards [self_mem_nhdsWithin] with R hR
    exact (rpaEnergy_bounds hR).1
  · filter_upwards [self_mem_nhdsWithin] with R hR
    exact (rpaEnergy_bounds hR).2

/-- As the radius tends to zero, the RPA energy tends to twice the second-order perturbation
energy, the latter evaluated at any radius `R₀ > 0`. -/
theorem rpaEnergy_tendsto_twice_secondOrder {R₀ : ℝ} (hR : 0 < R₀) :
    Tendsto rpaEnergy (𝓝[>] 0) (𝓝 (2 * ∑' n : ℕ, secondOrder R₀ (n + 1))) := by
  have hterm : ∀ n : ℕ, secondOrder R₀ (n + 1) = -weight (n + 1) := by
    intro n
    unfold secondOrder coupling gap weight
    push_cast
    field_simp
  have hsum : 2 * ∑' n : ℕ, secondOrder R₀ (n + 1) = 8 * Real.log 2 - 6 := by
    rw [tsum_congr hterm, tsum_neg, weight_hasSum.tsum_eq]
    ring
  rw [hsum]
  exact rpaEnergy_small_radius.2

end

end SphereRPA
```

```lean
#print axioms SphereRPA.rpaEnergy_small_radius
#print axioms SphereRPA.rpaEnergy_tendsto_twice_secondOrder
```

```
'SphereRPA.rpaEnergy_small_radius' depends on axioms: [propext, Classical.choice, Quot.sound]
'SphereRPA.rpaEnergy_tendsto_twice_secondOrder' depends on axioms: [propext, Classical.choice, Quot.sound]
```

## How the theorems map to the model, and their scope

`gap`, `coupling`, `channelEnergy` and `rpaEnergy` are \(D_l\), \(K_l\), \(e_l\) and \(E(R)\). The sum runs over `n` with \(l=n+1\), which excludes \(l=0\). `𝓝[>] 0` means that \(R\) approaches zero through positive values.

`mode_bounds` proves the two factorised identities with `field_simp` and `ring`, and `channelEnergy_bounds` inserts the sphere's values. `weight_partial_sum` is an induction on \(N\); in `weight_hasSum` the Euler–Mascheroni constants cancel, leaving \(\ln2\). `channelEnergy_summable` and `rpaEnergy_bounds` carry out the comparison, and `rpaEnergy_small_radius` the squeeze. `rpaEnergy_tendsto_twice_secondOrder` rewrites the limit as twice the sum of `secondOrder`, evaluated at any fixed `R₀ > 0`.

The gap, the coupling, the RPA energy expression and the second-order formula enter as definitions; they are not derived from the two-electron Hamiltonian. The exact energy does not appear in the file, so the factor of two is proved relative to second-order perturbation theory. The theorems concern the infinite sum in real arithmetic, not a truncated or floating-point evaluation.
